# An invertible square root of $A$ gives a projector commuting with $\begin{pmatrix}0&A\\1&0\end{pmatrix}$

## Closing a coupled-channel calculation at its edge

A bound-state calculation with finitely many coupled channels on a line can be cut off at a point $x_0$ on the left if the solution beyond that point is known. Suppose that the Hermitian potential matrix $V$ is constant for $x<x_0$ and that every channel is closed there, so that $V-E$ is positive definite. The calculation can then be closed by the boundary condition

$$\psi'(x_0)=S\,\psi(x_0),\qquad S^2=A=\frac{2m}{\hbar^2}(V-E),$$

where $S$ is the positive definite square root of $A$. This condition keeps the solutions that die out as $x\to-\infty$ and removes those that grow.

The condition rests on a splitting of the first-order form of the Schrödinger equation. To the left of $x_0$ the equation is $\psi''=A\psi$. With $u=\psi'$ and $v=\psi$ it becomes

$$\frac{d}{dx}\begin{pmatrix}u\\v\end{pmatrix}=K\begin{pmatrix}u\\v\end{pmatrix},\qquad K=\begin{pmatrix}0&A\\1&0\end{pmatrix}.$$

A projector $P$, meaning here a matrix with $P^2=P$ that need not be Hermitian, splits the solutions into two families that do not mix if it commutes with $K$. The projector constructed below has as its range the pairs with $u=Sv$. On that range $\psi'=S\psi$, so $\psi(x)=e^{S(x-x_0)}\psi(x_0)$, which decays to the left when $S$ is positive definite.

## The matrices and the algebra between them

Let $S$ be any invertible complex $n\times n$ matrix and let $A=S^2$. Hermiticity is not needed for the algebra. Define

$$J=\begin{pmatrix}0&S\\S^{-1}&0\end{pmatrix},\qquad D=\begin{pmatrix}S&0\\0&S\end{pmatrix},\qquad P=\tfrac12(1+J).$$

Block multiplication gives

$$J^2=\begin{pmatrix}SS^{-1}&0\\0&S^{-1}S\end{pmatrix}=1,$$

$$KJ=\begin{pmatrix}AS^{-1}&0\\0&S\end{pmatrix}=D,\qquad JK=\begin{pmatrix}S&0\\0&S^{-1}A\end{pmatrix}=D,$$

because $S^2S^{-1}=S=S^{-1}S^2$. Multiplying $KJ=D$ by $J$ from the right gives $DJ=KJ^2=K$.

The properties of $P$ follow. It is idempotent:

$$P^2=\tfrac14(1+2J+J^2)=\tfrac12(1+J)=P.$$

It commutes with $K$, since $KP=\tfrac12(K+D)=PK$. On its range $K$ acts as $D$, and on the range of $1-P$ it acts as $-D$:

$$DP=\tfrac12(D+DJ)=\tfrac12(D+K)=KP,$$

$$K(1-P)=\tfrac12(K-D)=-\tfrac12(D-K)=-D(1-P).$$

## The range of $P$ is the graph of $S$

Acting on a pair, the projector gives

$$P\begin{pmatrix}u\\v\end{pmatrix}=\frac12\begin{pmatrix}u+Sv\\v+S^{-1}u\end{pmatrix}.$$

If the pair is fixed, the upper row reads $\tfrac12(u+Sv)=u$, which means $u=Sv$. Conversely, if $u=Sv$, then $S^{-1}u=v$ and both rows return the original pair. Since the range of an idempotent is the set of vectors that it fixes, the range of $P$ consists of the pairs $(Sv,v)$. This is the sense in which $P$ encodes the square root, and it is the boundary condition at $x_0$.

## Off-diagonal involutions come from square roots

The construction can be run backwards. Take $M=\begin{pmatrix}0&X\\Y&0\end{pmatrix}$ with arbitrary $n\times n$ blocks. Then

$$M^2=\begin{pmatrix}XY&0\\0&YX\end{pmatrix},\quad KM=\begin{pmatrix}AY&0\\0&X\end{pmatrix},\quad MK=\begin{pmatrix}X&0\\0&YA\end{pmatrix}.$$

So $M^2=1$ and $KM=MK$ together say that $XY=YX=1$ and $AY=X=YA$. These give $X^2=(AY)X=A(YX)=A$.

In the other direction, assume $X^2=A$ and $XY=1$. For finite square matrices $XY=1$ implies $YX=1$. Then $AY=X(XY)=X$ and $YA=(YX)X=X$, so $M$ is an involution commuting with $K$.

## Which eigenvectors the projector keeps

A matrix can have several square roots, and each invertible one gives its own $P$. Replacing $S$ by $-S$, for instance, replaces $P$ by $1-P$. A condition on the spectrum of $S$ settles which eigenvectors of $K$ are kept.

Assume that every eigenvalue of $S$ has positive real part. Then $S$ is invertible, since a nonzero $v$ with $Sv=0$ would have eigenvalue $0$. The matrix $D$ acts as $S$ on each half of a vector. Hence $Dy=\nu y$ with $\operatorname{Re}\nu\le0$ forces both halves of $y$ to vanish.

Now let $Kx=\mu x$, where $x$ is a vector of the doubled space, as in the Lean file, and not the position.

- If $\operatorname{Re}\mu>0$, put $y=(1-P)x$. Then $Dy=-K(1-P)x=-(1-P)Kx=-\mu y$. Since $\operatorname{Re}(-\mu)<0$, $y=0$ and $Px=x$.
- If $\operatorname{Re}\mu<0$, put $y=Px$. Then $Dy=KPx=PKx=\mu y$, so $y=0$ and $Px=0$.

In the closed-channel problem, with $x$ again the position, $\operatorname{Re}\mu>0$ belongs to the solutions proportional to $e^{\mu(x-x_0)}$ that decay to the left.

## A channel exactly at threshold

Invertibility of $S$ is needed already for $n=1$. Take $S=0$, so $A=0$ and $K=\begin{pmatrix}0&0\\1&0\end{pmatrix}$. An off-diagonal involution commuting with $K$ would need $X^2=0$ and $XY=1$. The first equation gives $X=0$, which contradicts the second. Physically this is a single channel with $E=V$: the equation $\psi''=0$ has the solutions $1$ and $x$, and there is no decaying family to select.

In Lean the inverse of the $1\times1$ matrix $0$ is $0$, so the formula for $P$ still produces a matrix here, namely $\tfrac12\cdot 1$, which is not idempotent.

## How the Lean statements read

The index type `n` is any finite type, and `Matrix n n ℂ` is the type of complex matrices indexed by it. The doubled space is indexed by `n ⊕ n`, with `Sum.inl` for the upper half and `Sum.inr` for the lower. A pair $(u,v)$ is written `Sum.elim u v`, and `*ᵥ` applies a matrix to a vector. The definitions `companion A`, `involution S`, `twoCopies S` and `projector S` are $K$, $J$, $D$ and $P$.

The hypothesis `IsUnit S.det` says that the determinant is invertible, hence that $S$ is. It holds in the closed-channel problem, where $S$ is positive definite, and it fails when a channel is exactly at threshold. The equation $A=S^2$ appears as `A = S * S`. The root is therefore given, and its existence for a given $A$ is not part of the statements.

- `projector_splits_companion` contains four facts: $P^2=P$, $KP=PK$, $KP=DP$ and $K(1-P)=-D(1-P)$.
- `projector_fixes_iff` says that $P$ fixes $(u,v)$ exactly when $u=Sv$.
- `offDiagonal_involution_iff` is the equivalence for $M$. It has no invertibility hypothesis, because $XY=1$ supplies it.
- `projector_selects_right_half_plane` is the eigenvector statement. Its hypothesis `hpos` says that whenever $v\neq0$ and $Sv=\nu v$, the real part of $\nu$ is positive. This stands for the choice of the root whose exponentials decay to the left.

The last theorem speaks of eigenvectors only. When $A$ is positive definite, the eigenvectors of $K$ span the doubled space and the statement determines $P$. For a non-diagonalisable $K$ they do not span, and generalised eigenvectors would need a further argument. The differential equation and its boundary condition belong to the physical reading and do not occur in the file.

## The Lean file

```lean
import Mathlib

open Matrix

namespace SquareRootProjector

noncomputable section

variable {n : Type*} [Fintype n] [DecidableEq n]

/-- The block matrix `K = [[0, A], [1, 0]]`. -/
def companion (A : Matrix n n ℂ) : Matrix (n ⊕ n) (n ⊕ n) ℂ :=
  fromBlocks 0 A 1 0

/-- The block matrix `J = [[0, S], [S⁻¹, 0]]`. -/
def involution (S : Matrix n n ℂ) : Matrix (n ⊕ n) (n ⊕ n) ℂ :=
  fromBlocks 0 S S⁻¹ 0

/-- Two copies of `S` on the diagonal, `diag(S, S)`. -/
def twoCopies (S : Matrix n n ℂ) : Matrix (n ⊕ n) (n ⊕ n) ℂ :=
  fromBlocks S 0 0 S

/-- The matrix `P = (1 + J) / 2`. -/
def projector (S : Matrix n n ℂ) : Matrix (n ⊕ n) (n ⊕ n) ℂ :=
  (1 / 2 : ℂ) • (1 + involution S)

/-- For invertible `S` the matrix `J` squares to the identity. -/
theorem involution_sq (S : Matrix n n ℂ) (hS : IsUnit S.det) :
    involution S * involution S = 1 := by
  simp [involution, fromBlocks_multiply, mul_nonsing_inv S hS, nonsing_inv_mul S hS]

/-- For invertible `S` and `A = S²`, both products of `K` and `J` equal `diag(S, S)`. -/
theorem companion_involution (S : Matrix n n ℂ) (hS : IsUnit S.det) :
    companion (S * S) * involution S = twoCopies S ∧
      involution S * companion (S * S) = twoCopies S := by
  have h1 : S * S * S⁻¹ = S := by rw [mul_assoc, mul_nonsing_inv S hS, mul_one]
  have h2 : S⁻¹ * (S * S) = S := by rw [← mul_assoc, nonsing_inv_mul S hS, one_mul]
  constructor
  · simp [companion, involution, twoCopies, fromBlocks_multiply, h1]
  · simp [companion, involution, twoCopies, fromBlocks_multiply, h2]

/-- For invertible `S` and `A = S²`, the matrix `P` is an idempotent commuting with `K`;
`K` acts as `diag(S, S)` on the range of `P` and as `-diag(S, S)` on the range of `1 - P`. -/
theorem projector_splits_companion (A S : Matrix n n ℂ) (hS : IsUnit S.det)
    (hA : A = S * S) :
    projector S * projector S = projector S ∧
      companion A * projector S = projector S * companion A ∧
      companion A * projector S = twoCopies S * projector S ∧
      companion A * (1 - projector S) = -(twoCopies S * (1 - projector S)) := by
  subst hA
  have hJ := involution_sq S hS
  obtain ⟨hKJ, hJK⟩ := companion_involution S hS
  -- multiplying `K J = diag(S, S)` by `J` gives back `K`
  have hDJ : twoCopies S * involution S = companion (S * S) := by
    rw [← hKJ, mul_assoc, hJ, mul_one]
  refine ⟨?_, ?_, ?_, ?_⟩
  · simp only [projector, mul_smul_comm, smul_mul_assoc, mul_add, add_mul, mul_one,
      one_mul, hJ]
    module
  · simp only [projector, mul_smul_comm, smul_mul_assoc, mul_add, add_mul, mul_one,
      one_mul, hKJ, hJK]
  · simp only [projector, mul_smul_comm, mul_add, mul_one, hKJ, hDJ]
    module
  · simp only [projector, mul_sub, mul_smul_comm, mul_add, mul_one, hKJ, hDJ]
    module

/-- For invertible `S`, a pair `(u, v)` is fixed by `P` exactly when `u = S v`. -/
theorem projector_fixes_iff (S : Matrix n n ℂ) (hS : IsUnit S.det) (u v : n → ℂ) :
    projector S *ᵥ Sum.elim u v = Sum.elim u v ↔ u = S *ᵥ v := by
  have hJ : involution S *ᵥ Sum.elim u v = Sum.elim (S *ᵥ v) (S⁻¹ *ᵥ u) := by
    simp [involution, fromBlocks_mulVec]
  have hP : projector S *ᵥ Sum.elim u v
      = (1 / 2 : ℂ) • (Sum.elim u v + Sum.elim (S *ᵥ v) (S⁻¹ *ᵥ u)) := by
    rw [projector, smul_mulVec, add_mulVec, one_mulVec, hJ]
  rw [hP]
  constructor
  · intro h
    funext i
    have h1 := congrFun h (Sum.inl i)
    simp only [Pi.smul_apply, Pi.add_apply, Sum.elim_inl, smul_eq_mul] at h1
    linear_combination (-2) * h1
  · intro h
    have h2 : S⁻¹ *ᵥ u = v := by
      rw [h, mulVec_mulVec, nonsing_inv_mul S hS, one_mulVec]
    rw [h2, ← h]
    module

/-- An off-diagonal block matrix `[[0, X], [Y, 0]]` is an involution commuting with `K`
exactly when `X` is a square root of `A` and `Y` is the inverse of `X`. -/
theorem offDiagonal_involution_iff (A X Y : Matrix n n ℂ) :
    ((fromBlocks 0 X Y 0 * fromBlocks 0 X Y 0 : Matrix (n ⊕ n) (n ⊕ n) ℂ) = 1 ∧
      companion A * fromBlocks 0 X Y 0 = fromBlocks 0 X Y 0 * companion A) ↔
      X * X = A ∧ X * Y = 1 := by
  have e1 : (fromBlocks 0 X Y 0 * fromBlocks 0 X Y 0 : Matrix (n ⊕ n) (n ⊕ n) ℂ)
      = fromBlocks (X * Y) 0 0 (Y * X) := by simp [fromBlocks_multiply]
  have e2 : companion A * fromBlocks 0 X Y 0 = fromBlocks (A * Y) 0 0 X := by
    simp [companion, fromBlocks_multiply]
  have e3 : fromBlocks 0 X Y 0 * companion A = fromBlocks X 0 0 (Y * A) := by
    simp [companion, fromBlocks_multiply]
  rw [e1, e2, e3, ← fromBlocks_one, fromBlocks_inj, fromBlocks_inj]
  constructor
  · rintro ⟨⟨h1, -, -, h2⟩, ⟨h3, -, -, -⟩⟩
    refine ⟨?_, h1⟩
    calc X * X = A * Y * X := by rw [h3]
      _ = A := by rw [mul_assoc, h2, mul_one]
  · rintro ⟨hA, h1⟩
    have h2 : Y * X = 1 := mul_eq_one_comm.mp h1
    refine ⟨⟨h1, rfl, rfl, h2⟩, ⟨?_, rfl, rfl, ?_⟩⟩
    · rw [← hA, mul_assoc, h1, mul_one]
    · rw [← hA, ← mul_assoc, h2, one_mul]

omit [DecidableEq n] in
/-- If all eigenvalues of `S` have positive real part, then `diag(S, S)` has no nonzero
eigenvector whose eigenvalue has real part at most zero. -/
theorem twoCopies_eigenvector_eq_zero (S : Matrix n n ℂ)
    (hpos : ∀ (ν : ℂ) (v : n → ℂ), v ≠ 0 → S *ᵥ v = ν • v → 0 < ν.re)
    (ν : ℂ) (hν : ν.re ≤ 0) (y : n ⊕ n → ℂ) (h : twoCopies S *ᵥ y = ν • y) : y = 0 := by
  have hc : twoCopies S *ᵥ y = Sum.elim (S *ᵥ (y ∘ Sum.inl)) (S *ᵥ (y ∘ Sum.inr)) := by
    simp [twoCopies, fromBlocks_mulVec]
  rw [hc] at h
  have h1 : S *ᵥ (y ∘ Sum.inl) = ν • (y ∘ Sum.inl) := by
    funext i
    exact congrFun h (Sum.inl i)
  have h2 : S *ᵥ (y ∘ Sum.inr) = ν • (y ∘ Sum.inr) := by
    funext i
    exact congrFun h (Sum.inr i)
  have z1 : y ∘ Sum.inl = 0 := by
    by_contra hne
    exact absurd (hpos ν _ hne h1) (not_lt_of_ge hν)
  have z2 : y ∘ Sum.inr = 0 := by
    by_contra hne
    exact absurd (hpos ν _ hne h2) (not_lt_of_ge hν)
  funext i
  cases i with
  | inl i => exact congrFun z1 i
  | inr i => exact congrFun z2 i

/-- If all eigenvalues of `S` have positive real part and `A = S²`, then `P` fixes the
eigenvectors of `K` with `Re μ > 0` and annihilates those with `Re μ < 0`. -/
theorem projector_selects_right_half_plane (A S : Matrix n n ℂ) (hA : A = S * S)
    (hpos : ∀ (ν : ℂ) (v : n → ℂ), v ≠ 0 → S *ᵥ v = ν • v → 0 < ν.re)
    (μ : ℂ) (x : n ⊕ n → ℂ) (hx : companion A *ᵥ x = μ • x) :
    (0 < μ.re → projector S *ᵥ x = x) ∧ (μ.re < 0 → projector S *ᵥ x = 0) := by
  -- a singular `S` would have the eigenvalue zero
  have hS : IsUnit S.det := by
    rw [isUnit_iff_ne_zero]
    intro h0
    obtain ⟨v, hv, hv0⟩ := Matrix.exists_mulVec_eq_zero_iff.mpr h0
    have h := hpos 0 v hv (by rw [hv0, zero_smul])
    simp at h
  obtain ⟨-, hc, hp, hm⟩ := projector_splits_companion A S hS hA
  constructor
  · intro hμ
    have hc' : (1 - projector S) * companion A = companion A * (1 - projector S) := by
      rw [sub_mul, mul_sub, one_mul, mul_one, hc]
    have hD : twoCopies S * (1 - projector S) = -((1 - projector S) * companion A) := by
      rw [hc', hm, neg_neg]
    -- `y = (1 - P) x` satisfies `diag(S, S) y = -μ y`, so it vanishes
    have hy : (1 - projector S) *ᵥ x = 0 := by
      apply twoCopies_eigenvector_eq_zero S hpos (-μ) (by rw [Complex.neg_re]; linarith)
      rw [mulVec_mulVec, hD, neg_mulVec, ← mulVec_mulVec, hx, mulVec_smul, neg_smul]
    rw [sub_mulVec, one_mulVec] at hy
    exact (sub_eq_zero.mp hy).symm
  · intro hμ
    apply twoCopies_eigenvector_eq_zero S hpos μ hμ.le
    rw [mulVec_mulVec, ← hp, hc, ← mulVec_mulVec, hx, mulVec_smul]

end

end SquareRootProjector
```

```lean
#print axioms SquareRootProjector.projector_fixes_iff
#print axioms SquareRootProjector.offDiagonal_involution_iff
#print axioms SquareRootProjector.projector_selects_right_half_plane
```

```
'SquareRootProjector.projector_fixes_iff' depends on axioms: [propext, Classical.choice, Quot.sound]
'SquareRootProjector.offDiagonal_involution_iff' depends on axioms: [propext, Classical.choice, Quot.sound]
'SquareRootProjector.projector_selects_right_half_plane' depends on axioms: [propext, Classical.choice, Quot.sound]
```

## How the proof follows the algebra

**Block products.** `involution_sq` and `companion_involution` unfold the definitions and multiply blocks with `fromBlocks_multiply`. The cancellations $SS^{-1}=1$ and $S^{-1}S=1$ come from `mul_nonsing_inv` and `nonsing_inv_mul`, and both of these use the hypothesis on the determinant. The auxiliary equations `h1` and `h2` are $S^2S^{-1}=S$ and $S^{-1}S^2=S$.

**The splitting.** `projector_splits_companion` first derives $DJ=K$, named `hDJ`, by the same multiplication with $J$ as in the derivation. Each of the four goals is then expanded by distributivity, and the known products are substituted. For three of them `module` finishes by comparing the coefficients of the remaining matrices, such as $\tfrac14+\tfrac14=\tfrac12$ in front of $J$. The commutation goal closes already after the substitution, since both sides have become $\tfrac12(K+D)$.

**The graph.** In `projector_fixes_iff` the equation `hP` is the explicit formula for $P(u,v)$. The forward direction reads off the component `Sum.inl i`, which is $\tfrac12(u_i+(Sv)_i)=u_i$. Multiplying it by $-2$ and rearranging gives $u_i=(Sv)_i$, and this is what `linear_combination (-2) * h1` does. The backward direction first obtains $S^{-1}u=v$ and substitutes it.

**The converse.** In `offDiagonal_involution_iff` the equations `e1`, `e2` and `e3` are the three block products $M^2$, $KM$ and $MK$. The lemma `fromBlocks_inj` turns equality of block matrices into equality of the four blocks, which leaves the equations for $X$ and $Y$ found by hand. The step from $XY=1$ to $YX=1$ is `mul_eq_one_comm`.

**The eigenvectors.** `twoCopies_eigenvector_eq_zero` splits $Dy=\nu y$ into one equation for each half of $y$. If a half were nonzero, `hpos` would give $\operatorname{Re}\nu>0$, against the assumption $\operatorname{Re}\nu\le0$.

The final theorem first obtains invertibility: a zero determinant yields a nonzero vector annihilated by $S$, and `hpos` applied to eigenvalue $0$ gives the contradiction $0<0$. For $\operatorname{Re}\mu>0$, the equation `hD` is $D(1-P)=-(1-P)K$. Applied to $x$, it shows that $(1-P)x$ satisfies the eigenvalue equation of $D$ with $-\mu$, so the lemma makes it vanish. For $\operatorname{Re}\mu<0$, the rewriting chain is $DPx=KPx=PKx=\mu Px$, and the same lemma gives $Px=0$.
